# The long-range kernel erf(wr)/r: Gaussian superposition, monotonicity and a Gaussian bound on the short-range remainder

A pair sum over a short-range interaction is usually truncated: beyond a cutoff radius, pairs are dropped. For the split of the Coulomb interaction

\[
\frac1r=\frac{\operatorname{erf}(wr)}{r}+\frac{1-\operatorname{erf}(wr)}{r},
\]

with distance \(r>0\) and range-separation parameter \(w\ge 0\), each dropped pair of unit charges contributes at most \(e^{-w^2r^2}/r\). This bound and the monotonicity of the long-range part both follow from writing that part as an integral over Gaussians.

The same split is applied to the electron repulsion in range-separated hybrid functionals. The theorems concern the scalar kernel for one pair of charges, not matrix elements, lattice sums or total energies.

```lean
import Mathlib

open Real MeasureTheory Filter Set Topology

namespace RangeSeparation

noncomputable section
```

The error function is defined by its integral, with the prefactor that makes its limit at infinity equal to one.

```lean
/-- The error function, `erf x = (2/√π) ∫₀ˣ exp(-t²) dt`. -/
def erf (x : ℝ) : ℝ := 2 / √π * ∫ t in (0 : ℝ)..x, Real.exp (-t ^ 2)
```

Write \(v_w(r)=\operatorname{erf}(wr)/r\) for `longRange w r`. Both arguments are plain real numbers. In atomic units \(r\) is a length, \(w\) an inverse length, and the charges are one. Signs enter only through the hypotheses of each theorem.

```lean
/-- The long-range part `erf(w r)/r` of the Coulomb interaction at distance `r ≠ 0`,
with range-separation parameter `w`. -/
def longRange (w r : ℝ) : ℝ := erf (w * r) / r
```

## Nonzero distance gives the Gaussian superposition

The condition \(r\neq0\) says that the two charges do not coincide. By hand, the substitution \(t=ur\), \(dt=r\,du\) is valid for every \(r\), and the condition is needed for the division by \(r\) that follows:

\[
\operatorname{erf}(wr)=\frac{2}{\sqrt\pi}\int_0^{wr}e^{-t^2}dt
=\frac{2r}{\sqrt\pi}\int_0^w e^{-u^2r^2}du,
\qquad
v_w(r)=\frac{2}{\sqrt\pi}\int_0^w e^{-u^2r^2}du .
\]

In the proof, `hr` goes to the change-of-variables lemma `intervalIntegral.integral_comp_mul_right`, which supplies the factor \(1/r\).

```lean
/-- For `r ≠ 0` the long-range kernel is a superposition of Gaussians in the distance,
with exponents `u²` for `u` running from `0` to `w`. -/
theorem longRange_eq_integral {r : ℝ} (hr : r ≠ 0) (w : ℝ) :
    longRange w r = 2 / √π * ∫ u in (0 : ℝ)..w, Real.exp (-(u ^ 2 * r ^ 2)) := by
  -- substitute t = u r
  have h := intervalIntegral.integral_comp_mul_right (a := 0) (b := w)
    (fun t : ℝ => Real.exp (-t ^ 2)) hr
  simp only [zero_mul, smul_eq_mul, mul_pow] at h
  rw [h, longRange, erf]
  ring
```

At \(r=0\) the identity fails for the function as defined whenever \(w\neq0\): Lean sets division by zero to zero, so the left side is 0, while the right side is \(2w/\sqrt\pi\). That second number is the limit of the kernel as \(r\to0^+\), which the file does not state.

Subtracting two such representations leaves the integral over the band between their parameters:

\[
v_{w_2}(r)-v_{w_1}(r)=\frac{2}{\sqrt\pi}\int_{w_1}^{w_2}e^{-u^2r^2}du .
\]

The integral is oriented, so the formula holds for either order of \(w_1\) and \(w_2\).

```lean
/-- For `r ≠ 0` the difference of the long-range kernels with parameters `w₂` and `w₁` is `2/√π`
times the Gaussian integral over the band from `w₁` to `w₂`. -/
theorem longRange_sub {r : ℝ} (hr : r ≠ 0) (w₁ w₂ : ℝ) :
    longRange w₂ r - longRange w₁ r =
      2 / √π * ∫ u in w₁..w₂, Real.exp (-(u ^ 2 * r ^ 2)) := by
  rw [longRange_eq_integral hr w₂, longRange_eq_integral hr w₁, ← mul_sub,
    intervalIntegral.integral_interval_sub_left
      (Continuous.intervalIntegrable (by fun_prop) _ _)
      (Continuous.intervalIntegrable (by fun_prop) _ _)]
```

## A positive separation parameter makes the decay strict

The condition \(w>0\) says that there is a long-range part at all. Take \(0<a<b\). Then \(a^2<b^2\), and for every \(u\) in \([0,w]\)

\[
e^{-u^2b^2}\le e^{-u^2a^2},
\]

with strict inequality once \(u>0\). Both sides are continuous in \(u\), so integrating over an interval of positive length gives \(v_w(b)<v_w(a)\).

`StrictAntiOn (longRange w) (Ioi 0)` states exactly this for all pairs of positive distances. The proof uses `hw` twice: to make the integration interval nondegenerate, and to exhibit \(u=w\) as a point where the inequality is strict.

```lean
/-- For `w > 0` the long-range interaction decreases strictly with the distance `r > 0`. -/
theorem longRange_strictAntiOn {w : ℝ} (hw : 0 < w) :
    StrictAntiOn (longRange w) (Ioi 0) := by
  intro a ha b hb hab
  have ha' : 0 < a := ha
  have hb' : 0 < b := hb
  have hsq : a ^ 2 < b ^ 2 := by nlinarith
  have hc : 0 < 2 / √π := by positivity
  rw [longRange_eq_integral ha'.ne', longRange_eq_integral hb'.ne']
  refine mul_lt_mul_of_pos_left ?_ hc
  -- every Gaussian decreases with distance, and the one with u = w does so strictly
  refine intervalIntegral.integral_lt_integral_of_continuousOn_of_le_of_exists_lt hw
    (Continuous.continuousOn (by fun_prop)) (Continuous.continuousOn (by fun_prop)) ?_ ?_
  · intro u _
    exact Real.exp_le_exp.mpr
      (neg_le_neg (mul_le_mul_of_nonneg_left hsq.le (sq_nonneg u)))
  · exact ⟨w, ⟨hw.le, le_refl w⟩, Real.exp_lt_exp.mpr
      (neg_lt_neg (mul_lt_mul_of_pos_left hsq (pow_pos hw 2)))⟩
```

With \(w=0\) the kernel vanishes at every distance and nothing decreases strictly. Positivity of the distances matters too: it gives `hsq`, the step from \(a<b\) to \(a^2<b^2\). Since \(v_w\) is even in \(r\), the points \(a=-1\) and \(b=1\) have equal kernel values.

## Growth with the parameter needs no sign condition on it

At a fixed \(r\neq0\), raising the parameter moves more of the interaction into the long-range part. If \(w_1<w_2\), the band integral above has a positive integrand over an interval of positive length, so \(v_{w_1}(r)<v_{w_2}(r)\). The hypothesis on \(r\) enters only through the band formula. `StrictMono` covers all real parameters, including negative ones, which have no use as inverse lengths.

```lean
/-- At fixed distance `r ≠ 0` the long-range kernel increases strictly with the
range-separation parameter. -/
theorem longRange_strictMono {r : ℝ} (hr : r ≠ 0) :
    StrictMono (fun w => longRange w r) := by
  intro w₁ w₂ h
  have hpos : 0 < ∫ u in w₁..w₂, Real.exp (-(u ^ 2 * r ^ 2)) :=
    intervalIntegral.intervalIntegral_pos_of_pos
      (Continuous.intervalIntegrable (by fun_prop) _ _) (fun u => Real.exp_pos _) h
  have hc : 0 < 2 / √π := by positivity
  have hband := longRange_sub hr w₁ w₂
  have hprod := mul_pos hc hpos
  show longRange w₁ r < longRange w₂ r
  linarith
```

## Positive distance fixes the sign of the Coulomb limit

The condition \(r>0\) makes \(r\) a genuine distance and \(1/r\) the repulsion of two unit charges. The limit rests on the half-line Gaussian integral \(I=\int_0^\infty e^{-t^2}dt\). Squaring it and using polar coordinates in the quadrant gives

\[
I^2=\frac{\pi}{2}\int_0^\infty \rho\,e^{-\rho^2}d\rho=\frac{\pi}{4},
\qquad I=\frac{\sqrt\pi}{2},
\]

so \(\operatorname{erf}(x)\to1\) as \(x\to\infty\). Mathlib supplies the value of \(I\) as `integral_gaussian_Ioi`, and the proof multiplies it by the prefactor.

```lean
/-- The error function tends to one at large argument. -/
theorem erf_tendsto_one : Tendsto erf atTop (𝓝 1) := by
  have hi := integrable_exp_neg_mul_sq (one_pos : (0 : ℝ) < 1)
  simp only [neg_mul, one_mul] at hi
  have hv := integral_gaussian_Ioi 1
  simp only [neg_mul, one_mul, div_one] at hv
  have h := (intervalIntegral_tendsto_integral_Ioi 0 hi.integrableOn
    tendsto_id).const_mul (2 / √π)
  have hp : √π ≠ 0 := by positivity
  have hone : 2 / √π * (√π / 2) = 1 := by field_simp
  rw [hv, hone] at h
  exact h
```

For \(r>0\) the argument \(wr\) tends to \(+\infty\) with \(w\), and dividing by \(r\) gives \(v_w(r)\to1/r\). The proof uses `hr` at the same point, in `atTop_mul_const`.

```lean
/-- At fixed distance `r > 0` the long-range kernel tends to the full Coulomb
interaction `1/r` as the range-separation parameter grows. -/
theorem longRange_tendsto_coulomb {r : ℝ} (hr : 0 < r) :
    Tendsto (fun w => longRange w r) atTop (𝓝 (1 / r)) :=
  (erf_tendsto_one.comp (tendsto_id.atTop_mul_const hr)).div_const r
```

For negative \(r\) the argument runs to \(-\infty\) instead. At \(r=-1\) the kernel is \(\operatorname{erf}(w)\), which tends to \(1\), whereas \(1/r=-1\).

The short-range remainder inherits the hypothesis. Fix \(w\) and let the upper edge \(W\) of the band from \(w\) to \(W\) go to infinity. The difference \(v_W(r)-v_w(r)\) tends to \(1/r-v_w(r)\), and the band integral tends to the integral over the half-line, so

\[
\frac1r-v_w(r)=\frac{2}{\sqrt\pi}\int_w^\infty e^{-u^2r^2}du .
\]

In Lean these are `h2` and `h1`, two limits of one function, identified by `tendsto_nhds_unique`.

```lean
/-- For `r > 0` the short-range remainder `1/r - erf(w r)/r` is `2/√π` times the Gaussian integral
over all `u > w`. -/
theorem shortRange_eq_integral {r : ℝ} (hr : 0 < r) (w : ℝ) :
    1 / r - longRange w r =
      2 / √π * ∫ u in Ioi w, Real.exp (-(u ^ 2 * r ^ 2)) := by
  have hi : IntegrableOn (fun u : ℝ => Real.exp (-(u ^ 2 * r ^ 2))) (Ioi w) := by
    have e : (fun u : ℝ => Real.exp (-(u ^ 2 * r ^ 2))) =
        fun u : ℝ => Real.exp (-r ^ 2 * u ^ 2) := by
      funext u
      congr 1
      ring
    rw [e]
    exact (integrable_exp_neg_mul_sq (pow_pos hr 2)).integrableOn
  -- let the upper edge of the band go to infinity in two ways
  have h1 := (intervalIntegral_tendsto_integral_Ioi w hi tendsto_id).const_mul (2 / √π)
  have h2 : Tendsto (fun W => longRange W r - longRange w r) atTop
      (𝓝 (1 / r - longRange w r)) := (longRange_tendsto_coulomb hr).sub_const _
  exact tendsto_nhds_unique (h2.congr (fun W => longRange_sub hr.ne' w W)) h1
```

## A nonnegative parameter gives the Gaussian bound

The condition \(w\ge0\) is the physical range of the parameter, with \(w=0\) leaving the whole Coulomb interaction in the short-range part. For \(s\ge0\), shift the band from \(w\) to \(s+w\) so that it starts at the origin:

\[
v_{s+w}(r)-v_w(r)=\frac{2}{\sqrt\pi}\int_0^s e^{-(u+w)^2r^2}du .
\]

Here \(u\ge0\) and \(w\ge0\), so \((u+w)^2=u^2+w^2+2uw\ge u^2+w^2\), and therefore

\[
v_{s+w}(r)-v_w(r)\le e^{-w^2r^2}\,\frac{2}{\sqrt\pi}\int_0^s e^{-u^2r^2}du
=e^{-w^2r^2}\,v_s(r).
\]

Letting \(s\to\infty\) and applying the Coulomb limit on both sides gives

\[
\frac1r-v_w(r)\le\frac{e^{-w^2r^2}}{r}.
\]

The proof has the same two stages. `hstep` is the inequality at finite \(s\), with `hshift` for the shift and `hmono` for the comparison of Gaussians; `hw` enters in the final `nlinarith` of `hmono`, as the sign of \(uw\). Then `le_of_tendsto_of_tendsto` carries the inequality to the limit.

```lean
/-- For `w ≥ 0` and `r > 0` the short-range remainder is at most the Coulomb interaction
damped by the Gaussian `exp(-w² r²)`. -/
theorem shortRange_le_gaussian {w r : ℝ} (hw : 0 ≤ w) (hr : 0 < r) :
    1 / r - longRange w r ≤ Real.exp (-(w ^ 2 * r ^ 2)) * (1 / r) := by
  have hstep : ∀ s : ℝ, 0 ≤ s → longRange (s + w) r - longRange w r ≤
      Real.exp (-(w ^ 2 * r ^ 2)) * longRange s r := by
    intro s hs
    -- shift the band so that it starts at the origin
    have hshift := intervalIntegral.integral_comp_add_right (a := 0) (b := s)
      (fun u : ℝ => Real.exp (-(u ^ 2 * r ^ 2))) w
    simp only [zero_add] at hshift
    -- compare the Gaussians through (u + w)² ≥ u² + w²
    have hmono : ∫ u in (0 : ℝ)..s, Real.exp (-((u + w) ^ 2 * r ^ 2)) ≤
        ∫ u in (0 : ℝ)..s, Real.exp (-(w ^ 2 * r ^ 2)) * Real.exp (-(u ^ 2 * r ^ 2)) := by
      refine intervalIntegral.integral_mono_on hs
        (Continuous.intervalIntegrable (by fun_prop) _ _)
        (Continuous.intervalIntegrable (by fun_prop) _ _) ?_
      intro u hu
      rw [← Real.exp_add]
      apply Real.exp_le_exp.mpr
      nlinarith [mul_nonneg (mul_nonneg hu.1 hw) (sq_nonneg r)]
    rw [intervalIntegral.integral_const_mul] at hmono
    have hc : 0 ≤ 2 / √π := by positivity
    rw [longRange_sub hr.ne', longRange_eq_integral hr.ne' s, ← hshift]
    calc _ ≤ _ := mul_le_mul_of_nonneg_left hmono hc
      _ = _ := by ring
  -- remove the upper edge of the band
  have hL : Tendsto (fun s => longRange (s + w) r - longRange w r) atTop
      (𝓝 (1 / r - longRange w r)) :=
    ((longRange_tendsto_coulomb hr).comp
      (tendsto_atTop_add_const_right atTop w tendsto_id)).sub_const _
  have hR := (longRange_tendsto_coulomb hr).const_mul (Real.exp (-(w ^ 2 * r ^ 2)))
  exact le_of_tendsto_of_tendsto hL hR ((eventually_ge_atTop 0).mono hstep)

end

end RangeSeparation
```

A negative parameter breaks the bound. At \(w=-1\), \(r=1\) the left side is \(1+\operatorname{erf}(1)\approx1.843\), and the right side is \(e^{-1}\approx0.368\).

## Numbers for w = 0.5 and r = 2

In atomic units, take \(w=0.5\) and \(r=2\), so that \(wr=1\). Integrating the power series of \(e^{-t^2}\) term by term gives

\[
\int_0^1e^{-t^2}dt=1-\frac13+\frac1{10}-\frac1{42}+\frac1{216}-\frac1{1320}+\cdots\approx0.7468,
\]

hence \(\operatorname{erf}(1)\approx1.1284\times0.7468\approx0.8427\). The long-range part is \(0.8427/2\approx0.421\) and the remainder is \(0.5-0.421=0.079\). The bound gives \(e^{-1}/2\approx0.184\), which is safe but more than twice too large.

At \(r=6\) the bound has fallen to \(e^{-9}/6\approx2.1\times10^{-5}\) per pair. The remainder itself is about \(3.7\times10^{-6}\) there: the ratio of the bound to the remainder grows with \(wr\). The error of a truncated sum also depends on the charges and on how many pairs lie beyond the cutoff.

```lean
#print axioms RangeSeparation.longRange_strictAntiOn
#print axioms RangeSeparation.longRange_strictMono
#print axioms RangeSeparation.shortRange_eq_integral
#print axioms RangeSeparation.shortRange_le_gaussian
```

```
'RangeSeparation.longRange_strictAntiOn' depends on axioms: [propext, Classical.choice, Quot.sound]
'RangeSeparation.longRange_strictMono' depends on axioms: [propext, Classical.choice, Quot.sound]
'RangeSeparation.shortRange_eq_integral' depends on axioms: [propext, Classical.choice, Quot.sound]
'RangeSeparation.shortRange_le_gaussian' depends on axioms: [propext, Classical.choice, Quot.sound]
```
